# Eigenvalues of the Hartree–Fock map for the Kanamori interaction with \(U'=U-2J\)

We treat the Hartree–Fock potential as a linear map on all complex spin-orbital matrices, and not only on density matrices of actual states. Spin-orbit coupling, crystal fields and spin polarisation are then directions in one vector space, and we can ask by what factor the interaction multiplies each of them.

Take one site with \(M\) real orbitals \(a,b,c,d\) and spins \(\sigma,\tau\). The interaction is \(\tfrac12\sum V_{abcd}\,c^\dagger_{a\sigma}c^\dagger_{b\tau}c_{d\tau}c_{c\sigma}\), with intra-orbital repulsion \(U\), inter-orbital repulsion \(U'\), and exchange and pair hopping both equal to \(J\). We first assume \(U'=U-2J\), which makes the interaction invariant under rotations of the orbitals. Let \(A\) be an orbital matrix and \(S\) a spin matrix. The Hartree–Fock map \(F\) multiplies \(A\otimes S\) by

- \(-(U-3J)\) if \(A\) is antisymmetric, for every \(S\) (this includes spin-orbit coupling);
- \(-(U-5J)\) if \(A\) is symmetric and traceless and \(S=1\) (crystal field);
- \(-(U+(M-1)J)\) if \(A=1\) and \(S\) is traceless (spin polarisation);
- \(-(U-J)\) if \(A\) is symmetric and traceless and \(S\) is traceless;
- \((2M-1)U-5(M-1)J\) if \(A=1\) and \(S=1\) (total charge).

For \(M=1\) the sectors with traceless or antisymmetric \(A\) contain only zero.

## Contracting the tensor by hand

With \(\rho_{d\sigma,b\tau}=\langle c^\dagger_{b\tau}c_{d\sigma}\rangle\), the mean field is

\[
F(\rho)_{a\sigma,c\tau}=\delta_{\sigma\tau}\sum_{bd}V_{abcd}\sum_s\rho_{ds,bs}-\sum_{bd}V_{abdc}\,\rho_{d\sigma,b\tau}.
\]

For \(U'=U-2J\) the tensor is

\[
V_{abcd}=(U-2J)\delta_{ac}\delta_{bd}+J\delta_{ad}\delta_{bc}+J\delta_{ab}\delta_{cd}.
\]

Contracting it with an orbital matrix \(X\) gives

\[
\sum_{bd}V_{abcd}X_{db}=(U-2J)\,\mathrm{tr}X\,\delta_{ac}+JX_{ac}+JX_{ca},
\]
\[
\sum_{bd}V_{abdc}X_{db}=(U-2J)X_{ac}+J\,\mathrm{tr}X\,\delta_{ac}+JX_{ca}.
\]

For \(\rho=A\otimes S\), the Hartree term uses \(X=(\mathrm{tr}S)A\) and the Fock term uses \(X=S_{\sigma\tau}A\). Hence

\[
F(A\otimes S)=\mathrm{tr}S\,\big[(U-2J)\mathrm{tr}A+JA+JA^T\big]\otimes1-\big[(U-2J)A+J\,\mathrm{tr}A+JA^T\big]\otimes S,
\]

where a bare trace multiplies the identity. The sectors follow:

- \(A^T=-A\) implies \(\mathrm{tr}A=0\). The first bracket vanishes and the second is \((U-3J)A\).
- \(A^T=A\), \(\mathrm{tr}A=0\), \(S=1\): the factor is \(2\cdot2J-(U-J)=-(U-5J)\).
- \(A=1\), \(\mathrm{tr}S=0\): the factor is \(-[(U-2J)+MJ+J]=-(U+(M-1)J)\).
- \(A^T=A\), both traces zero: only \(-(U-J)\) remains.
- \(A=1\), \(S=1\): the factor is \(2[(U-2J)M+2J]-[U+(M-1)J]=(2M-1)U-5(M-1)J\).

Any \(\rho\) can be written \(\sum_{k=0}^3C_k\otimes\sigma_k\), with \(\sigma_0=1\) and the Pauli matrices \(\sigma_1,\sigma_2,\sigma_3\). For \(M\ge1\), each coefficient splits as

\[
C=\tfrac12(C-C^T)+\Big[\tfrac12(C+C^T)-\tfrac{\mathrm{tr}C}{M}1\Big]+\tfrac{\mathrm{tr}C}{M}1,
\]

so the five sectors span the whole space.

For three orbitals, the \(l=1\) matrices \(L_k\) in the Cartesian basis are antisymmetric, so \(F(L\cdot S)=-(U-3J)\,L\cdot S\), where \(S\) now denotes the spin operator. Suppose that a field \(h\) induces the density change \(-\chi h\), with one number \(\chi\). A total field \(x\,L\cdot S\) with bare coupling \(\zeta\) must satisfy

\[
x=\zeta+\chi(U-3J)x,\qquad\text{so}\qquad x=\frac{\zeta}{1-\chi(U-3J)}
\]

when the denominator is nonzero. In this one-parameter linear-response model, the formula shows how Hartree–Fock feedback changes the effective spin-orbit coupling.

## When \(U'\) is independent of \(U\) and \(J\)

For general \(U'\) the tensor has the extra term \((U-U'-2J)\) on \(a=b=c=d\), which sees only the diagonal of \(A\). An antisymmetric \(A\) has none, so the same contraction gives the factor \(-(U'-J)\) for every \(S\).

The crystal-field sector does not survive. Take \(M=2\), \(U'=J=0\) and \(U\ne0\). Then \(\mathrm{diag}(1,-1)\otimes1\) is multiplied by \(U\), while the matrix with off-diagonal orbital entries 1, times the spin identity, is sent to zero. Their sum is not an eigenvector.

## The tensor and the mean field in Lean

The orbitals form a finite type `n`, with \(M\) written `Fintype.card n`, and spin is `Fin 2`.

```lean
import Mathlib

open Matrix
open scoped Kronecker

namespace KanamoriHartreeFock

noncomputable section

variable {n : Type*} [Fintype n] [DecidableEq n]
```

The couplings are complex numbers; physical values are the real ones. The tensor is defined for general \(U'\).

```lean
/-- The Kanamori interaction tensor `V a b c d`, the coefficient of
`c†_{aσ} c†_{bτ} c_{dτ} c_{cσ} / 2`, with couplings `U`, `U'` and `J`. -/
def kanamori (U U' J : ℂ) (a b c d : n) : ℂ :=
  U' * ((if a = c then 1 else 0) * (if b = d then 1 else 0))
    + J * ((if a = d then 1 else 0) * (if b = c then 1 else 0))
    + J * ((if a = b then 1 else 0) * (if c = d then 1 else 0))
    + (U - U' - 2 * J) * (if a = b ∧ b = c ∧ c = d then 1 else 0)
```

`meanField` accepts any tensor `V` and is a linear map by construction: its last two fields prove additivity and homogeneity. It is the Hartree–Fock field of the interaction when \(V_{abcd}=V_{badc}\), which holds for the Kanamori tensor. It contains normal averages only, with no anomalous pairing averages.

```lean
/-- The Hartree-Fock map of an interaction tensor `V`, meant for tensors with
`V a b c d = V b a d c`: it sends the density matrix `ρ (d,σ) (b,τ) = ⟨c†_{bτ} c_{dσ}⟩` to the
Hartree field minus the Fock field. -/
def meanField (V : n → n → n → n → ℂ) :
    Matrix (n × Fin 2) (n × Fin 2) ℂ →ₗ[ℂ] Matrix (n × Fin 2) (n × Fin 2) ℂ where
  toFun ρ := Matrix.of fun p q =>
    (1 : Matrix (Fin 2) (Fin 2) ℂ) p.2 q.2 *
        (∑ b, ∑ d, V p.1 b q.1 d * ∑ s, ρ (d, s) (b, s))
      - ∑ b, ∑ d, V p.1 b d q.1 * ρ (d, p.2) (b, q.2)
  map_add' ρ η := by
    ext p q
    simp only [Matrix.of_apply, Matrix.add_apply, mul_add, Finset.sum_add_distrib]
    ring
  map_smul' z ρ := by
    ext p q
    simp only [Matrix.of_apply, Matrix.smul_apply, smul_eq_mul, RingHom.id_apply,
      mul_sub, Finset.mul_sum]
    congr 1
    · exact Finset.sum_congr rfl fun b _ => Finset.sum_congr rfl fun d _ =>
        Finset.sum_congr rfl fun s _ => by ring
    · exact Finset.sum_congr rfl fun b _ => Finset.sum_congr rfl fun d _ => by ring
```

The next theorem confirms that the tensor's elements carry their intended meaning.

```lean
omit [Fintype n] in
/-- For two different orbitals `a` and `b`, the Kanamori tensor has intra-orbital repulsion `U` on
`a`, and between `a` and `b` repulsion `U'`, exchange `J` and pair hopping `J`. -/
theorem kanamori_elements (U U' J : ℂ) {a b : n} (h : a ≠ b) :
    kanamori U U' J a a a a = U ∧ kanamori U U' J a b a b = U' ∧
      kanamori U U' J a b b a = J ∧ kanamori U U' J a a b b = J := by
  refine ⟨?_, ?_, ?_, ?_⟩
  · simp only [kanamori, and_self, if_true]
    ring
  all_goals simp [kanamori, h, h.symm]
```

## Contractions and the product formula

In both contraction lemmas, `h0` removes the fourth term of the tensor. The proof then separates \(a=c\) from \(a\ne c\), and the Kronecker deltas collapse the sums.

```lean
/-- Direct (Hartree) contraction of the Kanamori tensor with `U' = U - 2J`
with an orbital matrix `X`. -/
theorem direct_contraction (U J : ℂ) (X : Matrix n n ℂ) (a c : n) :
    ∑ b, ∑ d, kanamori U (U - 2 * J) J a b c d * X d b
      = (U - 2 * J) * X.trace * (1 : Matrix n n ℂ) a c + J * X a c + J * X c a := by
  have h0 : U - (U - 2 * J) - 2 * J = 0 := by ring
  simp only [kanamori, h0, zero_mul, add_zero]
  by_cases h : a = c
  · subst h
    simp [add_mul, Finset.sum_add_distrib, Finset.sum_ite_irrel, Matrix.trace,
      Finset.mul_sum]
  · simp [h, add_mul, Finset.sum_add_distrib, Finset.sum_ite_irrel]

/-- Exchange (Fock) contraction of the Kanamori tensor with `U' = U - 2J`
with an orbital matrix `X`. -/
theorem exchange_contraction (U J : ℂ) (X : Matrix n n ℂ) (a c : n) :
    ∑ b, ∑ d, kanamori U (U - 2 * J) J a b d c * X d b
      = (U - 2 * J) * X a c + J * X.trace * (1 : Matrix n n ℂ) a c + J * X c a := by
  have h0 : U - (U - 2 * J) - 2 * J = 0 := by ring
  simp only [kanamori, h0, zero_mul, add_zero]
  by_cases h : a = c
  · subst h
    simp [add_mul, Finset.sum_add_distrib, Finset.sum_ite_irrel, Matrix.trace,
      Finset.mul_sum]
  · simp [h, add_mul, Finset.sum_add_distrib, Finset.sum_ite_irrel]
```

The symbol `⊗ₖ` is the Kronecker product. The auxiliary facts `e` and `e'` move the spin trace and the element \(S_{\sigma\tau}\) onto the orbital matrix, which brings the two contractions into play.

```lean
/-- The Hartree-Fock field, for `U' = U - 2J`, of a product of an orbital matrix `A` and
a spin matrix `S`: the Hartree part sees only the spin trace, the Fock part keeps `S`. -/
theorem meanField_product (U J : ℂ) (A : Matrix n n ℂ) (S : Matrix (Fin 2) (Fin 2) ℂ) :
    meanField (kanamori U (U - 2 * J) J) (A ⊗ₖ S)
      = (S.trace • (((U - 2 * J) * A.trace) • (1 : Matrix n n ℂ) + J • A + J • Aᵀ))
          ⊗ₖ (1 : Matrix (Fin 2) (Fin 2) ℂ)
        - ((U - 2 * J) • A + (J * A.trace) • (1 : Matrix n n ℂ) + J • Aᵀ) ⊗ₖ S := by
  ext ⟨a, σ⟩ ⟨c, τ⟩
  have e : ∀ d b, ∑ s, A d b * S s s = (S.trace • A) d b := by
    intro d b
    simp only [Fin.sum_univ_two, Matrix.trace_fin_two, Matrix.smul_apply, smul_eq_mul]
    ring
  have e' : ∀ d b, A d b * S σ τ = (S σ τ • A) d b := by
    intro d b
    simp only [Matrix.smul_apply, smul_eq_mul]
    ring
  -- both contractions now act on a multiple of the orbital matrix
  have lhs : meanField (kanamori U (U - 2 * J) J) (A ⊗ₖ S) (a, σ) (c, τ)
      = (1 : Matrix (Fin 2) (Fin 2) ℂ) σ τ *
          (∑ b, ∑ d, kanamori U (U - 2 * J) J a b c d * (S.trace • A) d b)
        - ∑ b, ∑ d, kanamori U (U - 2 * J) J a b d c * (S σ τ • A) d b := by
    simp only [meanField, LinearMap.coe_mk, AddHom.coe_mk, Matrix.of_apply,
      Matrix.kroneckerMap_apply, e, e']
  rw [lhs, direct_contraction, exchange_contraction]
  simp only [Matrix.sub_apply, Matrix.kroneckerMap_apply, Matrix.add_apply,
    Matrix.smul_apply, Matrix.transpose_apply, smul_eq_mul, Matrix.trace_smul]
  ring
```

## The five sectors

The three parts of `meanField_sectors` are the first three factors. Symmetry is expressed by the transpose `Aᵀ`, without complex conjugation, and refers to the real orbital basis in which the tensor is written. In a basis of complex orbitals \(L_z\) can be diagonal, and hence symmetric. The theorem states equations, so the word eigenvalue applies when the matrix is nonzero. Each part substitutes its symmetry and trace conditions into the product formula and compares entries.

```lean
/-- For `U' = U - 2J` the Hartree-Fock map multiplies antisymmetric orbital matrices times
any spin matrix by `-(U-3J)`, symmetric traceless orbital matrices times the spin identity
by `-(U-5J)`, and the orbital identity times a traceless spin matrix by `-(U+(M-1)J)`,
with `M` the number of orbitals. -/
theorem meanField_sectors (U J : ℂ) (A : Matrix n n ℂ) (S : Matrix (Fin 2) (Fin 2) ℂ) :
    (Aᵀ = -A → meanField (kanamori U (U - 2 * J) J) (A ⊗ₖ S)
        = (-(U - 3 * J)) • (A ⊗ₖ S)) ∧
    (Aᵀ = A → A.trace = 0 →
      meanField (kanamori U (U - 2 * J) J) (A ⊗ₖ (1 : Matrix (Fin 2) (Fin 2) ℂ))
        = (-(U - 5 * J)) • (A ⊗ₖ (1 : Matrix (Fin 2) (Fin 2) ℂ))) ∧
    (S.trace = 0 → meanField (kanamori U (U - 2 * J) J) ((1 : Matrix n n ℂ) ⊗ₖ S)
        = (-(U + ((Fintype.card n : ℂ) - 1) * J)) • ((1 : Matrix n n ℂ) ⊗ₖ S)) := by
  refine ⟨fun hA => ?_, fun hA ht => ?_, fun hS => ?_⟩
  · -- an antisymmetric matrix has no trace
    have ht : A.trace = 0 := by
      have h := Matrix.trace_transpose A
      rw [hA, Matrix.trace_neg] at h
      linear_combination (-1 / 2 : ℂ) * h
    rw [meanField_product, hA, ht]
    ext ⟨a, σ⟩ ⟨c, τ⟩
    simp only [Matrix.sub_apply, Matrix.kroneckerMap_apply, Matrix.add_apply,
      Matrix.smul_apply, Matrix.neg_apply, smul_eq_mul]
    ring
  · rw [meanField_product, hA, ht, Matrix.trace_fin_two]
    ext ⟨a, σ⟩ ⟨c, τ⟩
    simp only [Matrix.sub_apply, Matrix.kroneckerMap_apply, Matrix.add_apply,
      Matrix.smul_apply, smul_eq_mul, Matrix.one_apply_eq]
    ring
  · rw [meanField_product, hS, Matrix.transpose_one, Matrix.trace_one]
    ext ⟨a, σ⟩ ⟨c, τ⟩
    simp only [Matrix.sub_apply, Matrix.kroneckerMap_apply, Matrix.add_apply,
      Matrix.smul_apply, smul_eq_mul]
    ring
```

The other two factors follow in the same way.

```lean
/-- The two remaining sectors for `U' = U - 2J`: symmetric traceless orbital times traceless spin
matrices are multiplied by `-(U-J)`, the full identity by `(2M-1)U - 5(M-1)J`, with `M` the number
of orbitals. -/
theorem meanField_remaining_sectors (U J : ℂ) (A : Matrix n n ℂ)
    (S : Matrix (Fin 2) (Fin 2) ℂ) :
    (Aᵀ = A → A.trace = 0 → S.trace = 0 →
      meanField (kanamori U (U - 2 * J) J) (A ⊗ₖ S) = (-(U - J)) • (A ⊗ₖ S)) ∧
    meanField (kanamori U (U - 2 * J) J)
        ((1 : Matrix n n ℂ) ⊗ₖ (1 : Matrix (Fin 2) (Fin 2) ℂ))
      = ((2 * (Fintype.card n : ℂ) - 1) * U - 5 * ((Fintype.card n : ℂ) - 1) * J) •
        ((1 : Matrix n n ℂ) ⊗ₖ (1 : Matrix (Fin 2) (Fin 2) ℂ)) := by
  refine ⟨fun hA ht hS => ?_, ?_⟩
  · rw [meanField_product, hA, ht, hS]
    ext ⟨a, σ⟩ ⟨c, τ⟩
    simp only [Matrix.sub_apply, Matrix.kroneckerMap_apply, Matrix.add_apply,
      Matrix.smul_apply, smul_eq_mul]
    ring
  · rw [meanField_product, Matrix.transpose_one, Matrix.trace_fin_two, Matrix.trace_one]
    ext ⟨a, σ⟩ ⟨c, τ⟩
    simp only [Matrix.sub_apply, Matrix.kroneckerMap_apply, Matrix.add_apply,
      Matrix.smul_apply, smul_eq_mul, Matrix.one_apply_eq]
    ring
```

For the decomposition, `pauli` lists \(\sigma_0,\dots,\sigma_3\).

```lean
/-- The spin identity (index 0) and the three Pauli matrices. -/
def pauli : Fin 4 → Matrix (Fin 2) (Fin 2) ℂ :=
  ![1, !![0, 1; 1, 0], !![0, -Complex.I; Complex.I, 0], !![1, 0; 0, -1]]
```

The proof defines the coefficients `C` explicitly from the spin blocks of `ρ`. The step `hC` adds the three parts of each coefficient back together, and the four spin entries are then checked one by one. `Nonempty n` permits the division by \(M\).

```lean
/-- For at least one orbital, every spin-orbital matrix is a sum of antisymmetric, symmetric
traceless and scalar orbital matrices times the spin identity and the Pauli matrices. -/
theorem sector_decomposition [Nonempty n] (ρ : Matrix (n × Fin 2) (n × Fin 2) ℂ) :
    ∃ (A B : Fin 4 → Matrix n n ℂ) (z : Fin 4 → ℂ),
      (∀ k, (A k)ᵀ = -A k) ∧ (∀ k, (B k)ᵀ = B k ∧ (B k).trace = 0) ∧
      ρ = ∑ k, (A k + B k + z k • (1 : Matrix n n ℂ)) ⊗ₖ pauli k := by
  have hM : (Fintype.card n : ℂ) ≠ 0 := Nat.cast_ne_zero.mpr Fintype.card_ne_zero
  -- orbital coefficients of the Pauli expansion
  let C : Fin 4 → Matrix n n ℂ :=
    ![Matrix.of fun a c => (ρ (a, 0) (c, 0) + ρ (a, 1) (c, 1)) / 2,
      Matrix.of fun a c => (ρ (a, 0) (c, 1) + ρ (a, 1) (c, 0)) / 2,
      Matrix.of fun a c => Complex.I * (ρ (a, 0) (c, 1) - ρ (a, 1) (c, 0)) / 2,
      Matrix.of fun a c => (ρ (a, 0) (c, 0) - ρ (a, 1) (c, 1)) / 2]
  refine ⟨fun k => (1 / 2 : ℂ) • (C k - (C k)ᵀ),
    fun k => (1 / 2 : ℂ) • (C k + (C k)ᵀ)
      - ((C k).trace / (Fintype.card n : ℂ)) • (1 : Matrix n n ℂ),
    fun k => (C k).trace / (Fintype.card n : ℂ), fun k => ?_, fun k => ⟨?_, ?_⟩, ?_⟩
  · ext a c
    simp only [Matrix.transpose_apply, Matrix.smul_apply, Matrix.sub_apply,
      Matrix.neg_apply, smul_eq_mul]
    ring
  · rw [Matrix.transpose_sub, Matrix.transpose_smul, Matrix.transpose_smul,
      Matrix.transpose_add, Matrix.transpose_transpose, Matrix.transpose_one,
      add_comm (C k)ᵀ]
  · rw [Matrix.trace_sub, Matrix.trace_smul, Matrix.trace_smul, Matrix.trace_add,
      Matrix.trace_transpose, Matrix.trace_one, smul_eq_mul, smul_eq_mul,
      div_mul_cancel₀ _ hM]
    ring
  · have hC : ∀ k, (1 / 2 : ℂ) • (C k - (C k)ᵀ) + ((1 / 2 : ℂ) • (C k + (C k)ᵀ)
        - ((C k).trace / (Fintype.card n : ℂ)) • (1 : Matrix n n ℂ))
        + ((C k).trace / (Fintype.card n : ℂ)) • (1 : Matrix n n ℂ) = C k := by
      intro k
      module
    simp only [hC]
    ext ⟨a, σ⟩ ⟨c, τ⟩
    fin_cases σ <;> fin_cases τ <;>
      simp [C, pauli, Fin.sum_univ_four, Matrix.add_apply, Matrix.kroneckerMap_apply] <;>
      ring_nf <;> simp only [Complex.I_sq] <;> ring
```

## Spin-orbit coupling in three orbitals

```lean
/-- The three angular momentum matrices of `l = 1` in the real (Cartesian) basis. -/
def orbitalL : Fin 3 → Matrix (Fin 3) (Fin 3) ℂ :=
  ![!![0, 0, 0; 0, 0, -Complex.I; 0, Complex.I, 0],
    !![0, 0, Complex.I; 0, 0, 0; -Complex.I, 0, 0],
    !![0, -Complex.I, 0; Complex.I, 0, 0; 0, 0, 0]]
```

In `spinOrbit`, `k.succ` skips the identity at index 0, and the factor \(1/2\) turns Pauli matrices into spin operators.

```lean
/-- The spin-orbit operator `L·S` for three orbitals, with `S` half the Pauli matrices. -/
def spinOrbit : Matrix (Fin 3 × Fin 2) (Fin 3 × Fin 2) ℂ :=
  ∑ k : Fin 3, orbitalL k ⊗ₖ ((1 / 2 : ℂ) • pauli k.succ)
```

Antisymmetry of each \(L_k\) is checked entry by entry. Linearity then carries the first sector through the sum.

```lean
/-- For `U' = U - 2J` the Hartree-Fock map multiplies `L·S` by `-(U-3J)`. -/
theorem meanField_spinOrbit (U J : ℂ) :
    meanField (kanamori U (U - 2 * J) J) spinOrbit = (-(U - 3 * J)) • spinOrbit := by
  have hL : ∀ k, (orbitalL k)ᵀ = -orbitalL k := by
    intro k
    ext i j
    fin_cases k <;> fin_cases i <;> fin_cases j <;> simp [orbitalL]
  rw [spinOrbit, map_sum, Finset.smul_sum]
  exact Finset.sum_congr rfl fun k _ => (meanField_sectors U J _ _).1 (hL k)
```

The last theorem is an equivalence, so it gives the solution and its uniqueness among fields proportional to \(L\cdot S\). The uniform response \(-\chi h\) is assumed and not derived from a band structure. The step `key` computes the feedback. One nonzero entry of \(L\cdot S\), equal to \(-i/2\), then reduces the matrix equation to the scalar one solved above.

```lean
/-- Let the density matrix respond to a field `h` as `-χ h`, with `U' = U - 2J` and
`χ(U-3J) ≠ 1`. A field `x L·S` is self-consistent with a bare coupling `ζ L·S` exactly when
`x = ζ / (1 - χ(U-3J))`. -/
theorem spinOrbit_enhancement (U J χ ζ x : ℂ) (h : 1 - χ * (U - 3 * J) ≠ 0) :
    x • spinOrbit = ζ • spinOrbit
        + meanField (kanamori U (U - 2 * J) J) (-(χ • x • spinOrbit))
      ↔ x = ζ / (1 - χ * (U - 3 * J)) := by
  have hentry : spinOrbit (0, 0) (1, 0) = -Complex.I / 2 := by
    simp [spinOrbit, orbitalL, pauli, Fin.sum_univ_three, Matrix.add_apply,
      Matrix.kroneckerMap_apply]
    ring
  have hne : spinOrbit (0, 0) (1, 0) ≠ 0 := by
    rw [hentry]
    exact div_ne_zero (neg_ne_zero.mpr Complex.I_ne_zero) two_ne_zero
  -- the feedback is again proportional to the spin-orbit operator
  have key : ζ • spinOrbit + meanField (kanamori U (U - 2 * J) J) (-(χ • x • spinOrbit))
      = (ζ + χ * (U - 3 * J) * x) • spinOrbit := by
    rw [map_neg, map_smul, map_smul, meanField_spinOrbit]
    module
  rw [key, eq_div_iff h]
  constructor
  · intro hx
    have h1 := congrFun (congrFun hx (0, 0)) (1, 0)
    simp only [Matrix.smul_apply, smul_eq_mul] at h1
    have h2 := mul_right_cancel₀ hne h1
    linear_combination h2
  · intro hx
    have h2 : x = ζ + χ * (U - 3 * J) * x := by linear_combination hx
    exact congrArg (fun y : ℂ => y • spinOrbit) h2

end

end KanamoriHartreeFock
```

```lean
#print axioms KanamoriHartreeFock.meanField_remaining_sectors
-- 'KanamoriHartreeFock.meanField_remaining_sectors' depends on axioms: [propext, Classical.choice, Quot.sound]
#print axioms KanamoriHartreeFock.sector_decomposition
-- 'KanamoriHartreeFock.sector_decomposition' depends on axioms: [propext, Classical.choice, Quot.sound]
#print axioms KanamoriHartreeFock.meanField_spinOrbit
-- 'KanamoriHartreeFock.meanField_spinOrbit' depends on axioms: [propext, Classical.choice, Quot.sound]
#print axioms KanamoriHartreeFock.spinOrbit_enhancement
-- 'KanamoriHartreeFock.spinOrbit_enhancement' depends on axioms: [propext, Classical.choice, Quot.sound]
```
